# The two-level energy bounds the lowest Ritz value from above after one orbital is added

For one electron in a fixed Hamiltonian, second-order perturbation theory can estimate how far one more basis orbital, normalised and orthogonal to the current lowest state, lowers the lowest energy found in the basis. At fixed nonzero coupling this estimate diverges as the new orbital's energy approaches the current energy, and it has the wrong sign when the new orbital lies below. The two-level formula has neither defect, and the energy it predicts is an upper bound on the lowest energy in the enlarged basis.

## The bound and its converse

Let $H$ be a symmetric operator on a real inner-product space, $\psi$ a unit vector in the trial space $U$, and $g$ a unit vector orthogonal to $\psi$. Put $E=\langle\psi,H\psi\rangle$, $e=\langle g,Hg\rangle$, $b=\langle g,H\psi\rangle$ and

$$L(b)=\frac{E+e}{2}-\sqrt{\frac{(E-e)^2}{4}+b^2}.$$

The lowest Ritz value $E'$ of $U+\mathrm{span}\,g$, its least energy expectation value over unit vectors, satisfies $E'\le L(b)$, and $E'<E$ if $b\neq0$. Usually $\psi$ is the lowest Ritz vector of $U$, so $E$ is the old Ritz value.

Conversely, if $E$ is the lowest Ritz value of $U$, $g$ is orthogonal to all of $U$, and $|\langle g,Hu\rangle|\le\beta\|u\|$ for every $u\in U$, then $E'\ge L(\beta)$. Here $\beta$ limits the coupling of $g$ to every state in $U$, not only to $\psi$.

## Screening candidate orbitals on a grid

For a fixed real symmetric Hamiltonian on a finite grid, a basis-enrichment code can use the bound to accept an orbital before diagonalising again. It stores $H\psi$ once for the lowest Ritz vector $\psi$ of $U$. Each candidate is orthogonalised against $U$ and normalised to give $g$; one dot product gives $b$, and one application of $H$ gives $e$. With $E=0$, $e=3$, $b=2$ in some energy unit, $L(b)=-1$: a lowering of at least 1 is guaranteed, where second order predicts $b^2/(e-E)=4/3$.

## From the secular equation to both bounds

Write $L=L(b)$ and let $R$ be the square root in it. Then $E-L=R+(E-e)/2$ and $e-L=R-(E-e)/2$. Since $R\ge|E-e|/2$, both are nonnegative, and their product gives the secular equation

$$(E-L)(e-L)=R^2-\frac{(E-e)^2}{4}=b^2.$$

Let $q(c,s)=Ec^2+2bcs+es^2$. If $L<E$,

$$(E-L)\bigl[q(c,s)-L(c^2+s^2)\bigr]=\bigl[(E-L)c+bs\bigr]^2\ge0,$$

with equality at $(c,s)=(b,L-E)\ne(0,0)$. If $L=E$, then $b=0$ and the bracket $q-L(c^2+s^2)$ is $(e-L)s^2\ge0$, with equality at $(1,0)$. So $L$ is the attained minimum of $q/(c^2+s^2)$.

For the upper bound, take minimising amplitudes and set $x=c\psi+sg$. Orthonormality gives $\|x\|^2=c^2+s^2$, and symmetry gives $\langle x,Hx\rangle=q(c,s)$. Hence $E'\|x\|^2\le\langle x,Hx\rangle=L\|x\|^2$, so $E'\le L$. If $b\ne0$, the secular equation excludes $L=E$, so $E'\le L<E$.

For the lower bound, write the new unit Ritz vector as $u+sg$ with $u\in U$, so $\|u\|^2+s^2=1$. Then

$$E'=\langle u,Hu\rangle+2s\langle g,Hu\rangle+s^2e\ge E\|u\|^2-2\beta|s|\|u\|+es^2\ge L(\beta),$$

where the last step is the minimum property with coupling $\beta$ and amplitudes $(\|u\|,-|s|)$. For $U=\mathrm{span}\,\psi$, $\beta=|b|$ is allowed and the bounds meet.

Applied to $-H$, the upper-bound argument also shows by hand that the highest Ritz value of the enlarged space is at least $(E+e)/2+R$.

```lean
import Mathlib

open scoped InnerProductSpace

namespace AddingOneOrbital

variable {V : Type*} [NormedAddCommGroup V] [InnerProductSpace ℝ V]

/-- `E` is the lowest Ritz value of `H` on the trial space `U`: the least energy expectation
value among the unit vectors of `U`, attained by one of them. -/
def IsLowestRitz (H : V →ₗ[ℝ] V) (U : Submodule ℝ V) (E : ℝ) : Prop :=
  IsLeast {r : ℝ | ∃ x ∈ U, ‖x‖ = 1 ∧ ⟪x, H x⟫_ℝ = r} E

/-- The lower energy of two levels `E` and `e` with coupling `b`. -/
noncomputable def twoLevel (E e b : ℝ) : ℝ :=
  (E + e) / 2 - Real.sqrt ((E - e) ^ 2 / 4 + b ^ 2)

/-- The two-level energy solves the secular equation and lies at or below both levels. -/
theorem twoLevel_secular (E e b : ℝ) :
    (E - twoLevel E e b) * (e - twoLevel E e b) = b ^ 2 ∧
      twoLevel E e b ≤ E ∧ twoLevel E e b ≤ e := by
  have hR : Real.sqrt ((E - e) ^ 2 / 4 + b ^ 2) ^ 2 = (E - e) ^ 2 / 4 + b ^ 2 :=
    Real.sq_sqrt (by positivity)
  have habs : |(E - e) / 2| ≤ Real.sqrt ((E - e) ^ 2 / 4 + b ^ 2) :=
    Real.abs_le_sqrt (by nlinarith [sq_nonneg b])
  obtain ⟨h1, h2⟩ := abs_le.1 habs
  unfold twoLevel
  refine ⟨?_, by linarith, by linarith⟩
  linear_combination hR

/-- The two-level energy is the minimum of the two-level quadratic form: it bounds the form from
below for all amplitudes `c`, `s`, and some nonzero pair of amplitudes attains it. -/
theorem twoLevel_minimum (E e b : ℝ) :
    (∀ c s : ℝ, twoLevel E e b * (c ^ 2 + s ^ 2) ≤ E * c ^ 2 + 2 * b * c * s + e * s ^ 2) ∧
      ∃ c s : ℝ, 0 < c ^ 2 + s ^ 2 ∧
        E * c ^ 2 + 2 * b * c * s + e * s ^ 2 = twoLevel E e b * (c ^ 2 + s ^ 2) := by
  obtain ⟨h, hE, he⟩ := twoLevel_secular E e b
  generalize twoLevel E e b = L at h hE he ⊢
  rcases eq_or_lt_of_le hE with h0 | hlt
  · -- the lower level is already `E`, so the coupling vanishes
    have hb : b = 0 := by
      have h2 : b ^ 2 = 0 := by rw [← h, h0]; ring
      exact pow_eq_zero_iff (two_ne_zero) |>.1 h2
    subst hb
    refine ⟨fun c s => ?_, 1, 0, by norm_num, by rw [h0]; ring⟩
    have h3 := mul_nonneg (sub_nonneg.2 he) (sq_nonneg s)
    rw [← h0]
    linarith
  · have hp : 0 < E - L := sub_pos.2 hlt
    refine ⟨fun c s => ?_, b, L - E, ?_, ?_⟩
    · -- complete the square after multiplying by `E - L`
      have hsq : (E - L) * ((E - L) * c ^ 2 + 2 * b * c * s + (e - L) * s ^ 2)
          = ((E - L) * c + b * s) ^ 2 := by
        linear_combination s ^ 2 * h
      have hnn : 0 ≤ (E - L) * c ^ 2 + 2 * b * c * s + (e - L) * s ^ 2 := by
        refine le_of_mul_le_mul_left ?_ hp
        rw [mul_zero, hsq]
        exact sq_nonneg _
      linarith
    · nlinarith [sq_nonneg b, mul_pos hp hp]
    · linear_combination (E - L) * h

/-- In finite dimension every nonzero trial space has a lowest Ritz value. -/
theorem exists_lowestRitz [FiniteDimensional ℝ V] (H : V →ₗ[ℝ] V) {U : Submodule ℝ V}
    (hU : U ≠ ⊥) : ∃ E, IsLowestRitz H U E := by
  have hH : Continuous H := H.continuous_of_finiteDimensional
  have hc : Continuous (fun x : V => ⟪x, H x⟫_ℝ) :=
    (continuous_inner (𝕜 := ℝ) (E := V)).comp (continuous_id.prodMk hH)
  -- the unit sphere of `U` is compact and nonempty
  have hK : IsCompact (Metric.sphere (0 : V) 1 ∩ (U : Set V)) :=
    (isCompact_sphere (0 : V) 1).inter_right U.closed_of_finiteDimensional
  obtain ⟨v, hv, hv0⟩ := Submodule.exists_mem_ne_zero_of_ne_bot hU
  have hne : (Metric.sphere (0 : V) 1 ∩ (U : Set V)).Nonempty := by
    refine ⟨‖v‖⁻¹ • v, ?_, U.smul_mem _ hv⟩
    rw [mem_sphere_zero_iff_norm, norm_smul, norm_inv, norm_norm,
      inv_mul_cancel₀ (norm_ne_zero_iff.2 hv0)]
  obtain ⟨x, hx, hmin⟩ := hK.exists_isMinOn hne hc.continuousOn
  refine ⟨⟪x, H x⟫_ℝ, ⟨x, hx.2, mem_sphere_zero_iff_norm.1 hx.1, rfl⟩, ?_⟩
  rintro r ⟨y, hy, hy1, rfl⟩
  exact isMinOn_iff.1 hmin y ⟨mem_sphere_zero_iff_norm.2 hy1, hy⟩

/-- The variational bound for vectors of any length in the trial space. -/
theorem ritz_bound {H : V →ₗ[ℝ] V} {U : Submodule ℝ V} {E : ℝ} (hE : IsLowestRitz H U E)
    {x : V} (hx : x ∈ U) : E * ‖x‖ ^ 2 ≤ ⟪x, H x⟫_ℝ := by
  by_cases h0 : x = 0
  · simp [h0]
  have hn : ‖x‖ ≠ 0 := norm_ne_zero_iff.2 h0
  have h1 : E ≤ ⟪‖x‖⁻¹ • x, H (‖x‖⁻¹ • x)⟫_ℝ :=
    hE.2 ⟨_, U.smul_mem _ hx, by rw [norm_smul, norm_inv, norm_norm, inv_mul_cancel₀ hn], rfl⟩
  rw [map_smul, real_inner_smul_left, real_inner_smul_right] at h1
  calc E * ‖x‖ ^ 2 ≤ (‖x‖⁻¹ * (‖x‖⁻¹ * ⟪x, H x⟫_ℝ)) * ‖x‖ ^ 2 := by gcongr
    _ = ⟪x, H x⟫_ℝ := by field_simp

/-- Energy and squared norm of `u + s g`, for symmetric `H` and a unit vector `g` orthogonal
to `u`. -/
theorem energy_norm_add {H : V →ₗ[ℝ] V} (hH : H.IsSymmetric) {u g : V} (hg : ‖g‖ = 1)
    (hug : ⟪u, g⟫_ℝ = 0) (s : ℝ) :
    ⟪u + s • g, H (u + s • g)⟫_ℝ
        = ⟪u, H u⟫_ℝ + 2 * s * ⟪g, H u⟫_ℝ + s ^ 2 * ⟪g, H g⟫_ℝ ∧
      ‖u + s • g‖ ^ 2 = ‖u‖ ^ 2 + s ^ 2 := by
  have h : ⟪u, H g⟫_ℝ = ⟪g, H u⟫_ℝ := (hH u g).symm.trans (real_inner_comm _ _)
  constructor
  · simp only [map_add, map_smul, inner_add_left, inner_add_right, real_inner_smul_left,
      real_inner_smul_right, h]
    ring
  · rw [norm_add_sq_real, real_inner_smul_right, hug, norm_smul, hg, mul_one,
      Real.norm_eq_abs, sq_abs]
    ring

/-- Adding one orbital: let `H` be symmetric, `ψ` a unit vector of `U` and `g` a unit vector
orthogonal to `ψ`. The lowest Ritz value of the enlarged space is at most the two-level energy of
`ψ` and `g`, and it is strictly below the energy of `ψ` if `g` couples to `ψ`. -/
theorem adding_orbital {H : V →ₗ[ℝ] V} (hH : H.IsSymmetric) {U : Submodule ℝ V} {ψ g : V}
    (hψU : ψ ∈ U) (hψ : ‖ψ‖ = 1) (hg : ‖g‖ = 1) (hψg : ⟪ψ, g⟫_ℝ = 0) {E' : ℝ}
    (hE' : IsLowestRitz H (U ⊔ Submodule.span ℝ {g}) E') :
    E' ≤ twoLevel ⟪ψ, H ψ⟫_ℝ ⟪g, H g⟫_ℝ ⟪g, H ψ⟫_ℝ ∧
      (⟪g, H ψ⟫_ℝ ≠ 0 → E' < ⟪ψ, H ψ⟫_ℝ) := by
  have hle : E' ≤ twoLevel ⟪ψ, H ψ⟫_ℝ ⟪g, H g⟫_ℝ ⟪g, H ψ⟫_ℝ := by
    -- use the optimal mixture of `ψ` and `g` as trial vector
    obtain ⟨c, s, hpos, hcs⟩ := (twoLevel_minimum ⟪ψ, H ψ⟫_ℝ ⟪g, H g⟫_ℝ ⟪g, H ψ⟫_ℝ).2
    have hmem : c • ψ + s • g ∈ U ⊔ Submodule.span ℝ {g} :=
      Submodule.add_mem_sup (U.smul_mem c hψU)
        (Submodule.smul_mem _ s (Submodule.mem_span_singleton_self g))
    have hb := ritz_bound hE' hmem
    obtain ⟨h1, h2⟩ := energy_norm_add hH (u := c • ψ) hg
      (by rw [real_inner_smul_left, hψg, mul_zero]) s
    rw [h1, h2] at hb
    simp only [map_smul, real_inner_smul_left, real_inner_smul_right, norm_smul, hψ, mul_one,
      Real.norm_eq_abs, sq_abs] at hb
    refine le_of_mul_le_mul_right ?_ hpos
    linarith
  refine ⟨hle, fun hb => lt_of_le_of_ne (hle.trans (twoLevel_secular _ _ _).2.1) ?_⟩
  intro heq
  obtain ⟨h, h1, -⟩ := twoLevel_secular ⟪ψ, H ψ⟫_ℝ ⟪g, H g⟫_ℝ ⟪g, H ψ⟫_ℝ
  have h2 := le_antisymm h1 (heq ▸ hle)
  rw [h2, sub_self, zero_mul] at h
  exact pow_ne_zero 2 hb h.symm

/-- Limit on the gain: let `H` be symmetric, `E` the lowest Ritz value of `U`, and `g` a unit
vector orthogonal to `U` whose coupling to each `u` in `U` is at most `β ‖u‖`. The new lowest Ritz
value is at least the two-level energy with coupling `β`. -/
theorem gain_limit {H : V →ₗ[ℝ] V} (hH : H.IsSymmetric) {U : Submodule ℝ V} {g : V}
    (hg : ‖g‖ = 1) (hgU : ∀ u ∈ U, ⟪u, g⟫_ℝ = 0) {E E' β : ℝ} (hE : IsLowestRitz H U E)
    (hβ : ∀ u ∈ U, |⟪g, H u⟫_ℝ| ≤ β * ‖u‖)
    (hE' : IsLowestRitz H (U ⊔ Submodule.span ℝ {g}) E') :
    twoLevel E ⟪g, H g⟫_ℝ β ≤ E' := by
  -- split the new Ritz vector into its part in `U` and its part along `g`
  obtain ⟨x, hx, hx1, hxE⟩ := hE'.1
  obtain ⟨u, hu, z, hz, rfl⟩ := Submodule.mem_sup.1 hx
  obtain ⟨s, rfl⟩ := Submodule.mem_span_singleton.1 hz
  obtain ⟨h1, h2⟩ := energy_norm_add hH hg (hgU u hu) s
  rw [hx1, one_pow] at h2
  have hq := (twoLevel_minimum E ⟪g, H g⟫_ℝ β).1 ‖u‖ (-|s|)
  rw [neg_sq, sq_abs, ← h2, mul_one] at hq
  have h3 := neg_abs_le (s * ⟪g, H u⟫_ℝ)
  rw [abs_mul] at h3
  have h4 := mul_le_mul_of_nonneg_left (hβ u hu) (abs_nonneg s)
  have h5 := ritz_bound hE hu
  linarith

/-- Sharpness: for symmetric `H` in finite dimension and orthonormal `ψ`, `g`, the lowest Ritz
value of the space spanned by `ψ` and `g` equals the two-level energy. -/
theorem two_orbital_exact [FiniteDimensional ℝ V] {H : V →ₗ[ℝ] V} (hH : H.IsSymmetric)
    {ψ g : V} (hψ : ‖ψ‖ = 1) (hg : ‖g‖ = 1) (hψg : ⟪ψ, g⟫_ℝ = 0) :
    IsLowestRitz H (Submodule.span ℝ {ψ} ⊔ Submodule.span ℝ {g})
      (twoLevel ⟪ψ, H ψ⟫_ℝ ⟪g, H g⟫_ℝ ⟪g, H ψ⟫_ℝ) := by
  have hmem : ψ ∈ Submodule.span ℝ {ψ} := Submodule.mem_span_singleton_self ψ
  have hne : Submodule.span ℝ {ψ} ⊔ Submodule.span ℝ {g} ≠ ⊥ := by
    intro h
    have h0 : ψ ∈ Submodule.span ℝ {ψ} ⊔ Submodule.span ℝ {g} := Submodule.mem_sup_left hmem
    rw [h, Submodule.mem_bot] at h0
    simp [h0] at hψ
  obtain ⟨E', hE'⟩ := exists_lowestRitz H hne
  have hE : IsLowestRitz H (Submodule.span ℝ {ψ}) ⟪ψ, H ψ⟫_ℝ := by
    refine ⟨⟨ψ, hmem, hψ, rfl⟩, ?_⟩
    rintro r ⟨x, hx, hx1, rfl⟩
    obtain ⟨c, rfl⟩ := Submodule.mem_span_singleton.1 hx
    rw [norm_smul, hψ, mul_one, Real.norm_eq_abs] at hx1
    have hc : c ^ 2 = 1 := by rw [← sq_abs, hx1, one_pow]
    rw [map_smul, real_inner_smul_left, real_inner_smul_right]
    exact le_of_eq (by linear_combination (-⟪ψ, H ψ⟫_ℝ) * hc)
  -- the upper and the lower bound coincide
  have hlow := gain_limit hH hg (β := |⟪g, H ψ⟫_ℝ|) (fun u hu => by
    obtain ⟨c, rfl⟩ := Submodule.mem_span_singleton.1 hu
    rw [real_inner_smul_left, hψg, mul_zero]) hE (fun u hu => by
    obtain ⟨c, rfl⟩ := Submodule.mem_span_singleton.1 hu
    rw [map_smul, real_inner_smul_right, abs_mul, norm_smul, hψ, mul_one, Real.norm_eq_abs,
      mul_comm]) hE'
  have hup := (adding_orbital hH hmem hψ hg hψg hE').1
  have habs : twoLevel ⟪ψ, H ψ⟫_ℝ ⟪g, H g⟫_ℝ |⟪g, H ψ⟫_ℝ|
      = twoLevel ⟪ψ, H ψ⟫_ℝ ⟪g, H g⟫_ℝ ⟪g, H ψ⟫_ℝ := by
    unfold twoLevel
    rw [sq_abs]
  rw [habs] at hlow
  rw [le_antisymm hlow hup]
  exact hE'

end AddingOneOrbital
```

```lean
#print axioms AddingOneOrbital.two_orbital_exact
```

```
'AddingOneOrbital.two_orbital_exact' depends on axioms: [propext, Classical.choice, Quot.sound]
```

## What the Lean theorems say about a fixed Hamiltonian

`IsLowestRitz H U E` says that $E$ is the attained minimum over unit vectors of `U`; `twoLevel` is $L$, and `U ⊔ Submodule.span ℝ {g}` is the enlarged space. `adding_orbital` is the upper bound with strict lowering, `gain_limit` the converse, and `two_orbital_exact` the equality for two orthonormal orbitals.

The first two theorems assume that the new minimum exists; `exists_lowestRitz` supplies it in finite dimension, by compactness of the unit sphere. `twoLevel_secular` and `twoLevel_minimum` contain the algebra above, with `linear_combination` checking the completed square. `ritz_bound` rescales trial vectors to unit length, and `energy_norm_add` expands energy and norm.

The guarantee is for real numbers and one unchanging $H$. It leaves out rounding, imperfect orthogonalisation, complex orbitals and the change of $H$ during a self-consistency cycle. Nor does it measure the distance from $E'$ to the true ground-state energy.
